# Adding a function to a chain of n functions with overlaps q^((i−j)²) multiplies the overlap determinant by (1−q²)(1−q⁴)⋯(1−q²ⁿ)

The overlap matrix of a finite chain of functions is taken here to have entries q^((i−j)²), with ones on the diagonal; for 0 < q < 1 these are the overlaps of normalised, equally wide Gaussians spaced evenly on a line. The lemma `det_overlap_succ` says that going from n functions to n+1 multiplies the determinant of this matrix by the product of 1 − q^(2k) for k from 1 to n. It is stated for every real q and every natural number n, as an identity about the matrices alone. The proof treats q = 0 separately, where both matrices are the identity. For other q it writes each determinant as a Vandermonde determinant times diagonal scalings, starting the long chain at site 0 and the short one at site 1, and compares the two.

As first written in Lean, the proof fails:

```lean
import Mathlib

open Matrix MeasureTheory

namespace DetOverlapSucc

noncomputable section

/-- The overlap matrix of a chain of `n` functions, with entries `q ^ ((i - j) ^ 2)`. -/
def overlap (q : ℝ) (n : ℕ) : Matrix (Fin n) (Fin n) ℝ :=
  Matrix.of fun i j => q ^ ((((i : ℕ) : ℤ) - ((j : ℕ) : ℤ)) ^ 2)

/-- For `q ≠ 0` the overlap determinant is a Vandermonde determinant times diagonal
scalings, with the first site of the chain placed at any integer `c ≥ 0`. -/
theorem det_overlap_vandermonde {q : ℝ} (hq : q ≠ 0) (c n : ℕ) :
    (overlap q n).det =
      (∏ i : Fin n, q ^ ((((i : ℕ) : ℤ) + c) ^ 2) * (q ^ (-2 * (((i : ℕ) : ℤ) + c))) ^ c) *
        (vandermonde fun i : Fin n => q ^ (-2 * (((i : ℕ) : ℤ) + c))).det *
        ∏ j : Fin n, q ^ ((((j : ℕ) : ℤ) + c) ^ 2) := by
  rw [← det_diagonal, ← det_diagonal, ← det_mul, ← det_mul]
  congr 1
  ext i j
  rw [mul_diagonal, diagonal_mul, vandermonde_apply]
  change q ^ ((((i : ℕ) : ℤ) - ((j : ℕ) : ℤ)) ^ 2) = _
  -- complete the square in the exponent
  rw [← zpow_natCast (q ^ (-2 * (((i : ℕ) : ℤ) + c))) c,
    ← zpow_natCast (q ^ (-2 * (((i : ℕ) : ℤ) + c))) (j : ℕ),
    ← _root_.zpow_mul, ← _root_.zpow_mul,
    ← zpow_add₀ hq, ← zpow_add₀ hq, ← zpow_add₀ hq]
  congr 1
  ring

/-- Adding one more function to a chain of `n` multiplies the overlap determinant by
`(1 - q²)(1 - q⁴)⋯(1 - q²ⁿ)`. -/
theorem det_overlap_succ (q : ℝ) (n : ℕ) :
    (overlap q (n + 1)).det =
      (∏ k ∈ Finset.range n, (1 - q ^ (2 * (k + 1)))) * (overlap q n).det := by
  by_cases hq : q = 0
  · -- without overlap both matrices are the identity
    have h1 : ∀ m, overlap 0 m = 1 := by
      intro m
      ext i j
      change (0 : ℝ) ^ ((((i : ℕ) : ℤ) - ((j : ℕ) : ℤ)) ^ 2) = _
      by_cases hij : i = j
      · subst hij
        simp
      · have hne : (((i : ℕ) : ℤ) - ((j : ℕ) : ℤ)) ≠ 0 := by
          intro h0
          exact hij (Fin.ext (by omega))
        rw [zero_zpow _ (pow_ne_zero 2 hne), one_apply_ne hij]
    subst hq
    simp [h1]
  · have hV : ∀ v : Fin (n + 1) → ℝ, (vandermonde v).det =
        (∏ j : Fin n, (v j.succ - v 0)) * (vandermonde fun i : Fin n => v i.succ).det := by
      intro v
      rw [det_vandermonde, det_vandermonde, Fin.prod_univ_succ]
      simp only [Fin.prod_Ioi_zero, Fin.prod_Ioi_succ]
    -- the long chain starts at site 0, the short one at site 1
    have hA : (overlap q (n + 1)).det =
        (∏ i : Fin n, q ^ ((((i : ℕ) : ℤ) + 1) ^ 2)) *
          ((∏ j : Fin n, (q ^ (-2 * (((j : ℕ) : ℤ) + 1)) - 1)) *
            (vandermonde fun i : Fin n => q ^ (-2 * (((i : ℕ) : ℤ) + 1))).det) *
          ∏ i : Fin n, q ^ ((((i : ℕ) : ℤ) + 1) ^ 2) := by
      rw [det_overlap_vandermonde hq 0, hV, Fin.prod_univ_succ, Fin.prod_univ_succ]
      simp
    have hB := det_overlap_vandermonde hq 1 n
    simp only [Nat.cast_one, pow_one] at hB
    rw [Finset.prod_mul_distrib] at hB
    have hC : ∏ j : Fin n, (q ^ (-2 * (((j : ℕ) : ℤ) + 1)) - 1) =
        (∏ k ∈ Finset.range n, (1 - q ^ (2 * (k + 1)))) *
          ∏ j : Fin n, q ^ (-2 * (((j : ℕ) : ℤ) + 1)) := by
      rw [← Fin.prod_univ_eq_prod_range (fun k => 1 - q ^ (2 * (k + 1))) n,
        ← Finset.prod_mul_distrib]
      refine Finset.prod_congr rfl fun j _ => ?_
      have e : ((2 * ((j : ℕ) + 1) : ℕ) : ℤ) + -2 * (((j : ℕ) : ℤ) + 1) = 0 := by
        push_cast
        ring
      have h : q ^ (2 * ((j : ℕ) + 1)) * q ^ (-2 * (((j : ℕ) : ℤ) + 1)) = 1 := by
        rw [← zpow_natCast q (2 * ((j : ℕ) + 1)), ← zpow_add₀ hq, e, zpow_zero]
      rw [sub_mul, one_mul, h]
    rw [hA, hB, hC]
    ring

end

end DetOverlapSucc
```

Messages:

```
Main.lean:50:12: error: Ambiguous term
  zero_zpow
Possible interpretations:
  _root_.zero_zpow ((↑↑i - ↑↑j) ^ 2) (pow_ne_zero 2 hne) : 0 ^ (↑↑i - ↑↑j) ^ 2 = 0
  
  Matrix.zero_zpow ((↑↑i - ↑↑j) ^ 2) (pow_ne_zero 2 hne) : 0 ^ (↑↑i - ↑↑j) ^ 2 = 0
```

Cause. The error lies in the case q = 0, where an off-diagonal entry, zero raised to a nonzero integer power, has to be rewritten to 0. Because the file has `open Matrix`, the short name `zero_zpow` can mean either `_root_.zero_zpow`, which covers real numbers, or `Matrix.zero_zpow`, which is about powers of the zero matrix.

Lean tries both readings and keeps the one that elaborates, but here both do. The arguments given concern only the integer exponent and the proof that it is nonzero, so they don't say whether the base is a number or a matrix. The goal does say so, since its zero is real, but `rw` elaborates the term before matching it against the goal. Lean therefore reports an ambiguous term.

Writing `_root_.zero_zpow` names the general lemma outright, and its left-hand side matches the real power in the goal. The rest of the proof is unchanged.

The repair, with which the file compiles:

```diff
@@ -48,5 +48,5 @@
           intro h0
           exact hij (Fin.ext (by omega))
-        rw [zero_zpow _ (pow_ne_zero 2 hne), one_apply_ne hij]
+        rw [_root_.zero_zpow _ (pow_ne_zero 2 hne), one_apply_ne hij]
     subst hq
     simp [h1]
```
